# In-plane determinant and lowest energy on a planar slice of an ellipsoidal band

**Q:** My quantum-oscillation code cuts a constant-energy surface with planes perpendicular to the magnetic field, measures the area of each cut, and differentiates the area with respect to energy to get the cyclotron mass. Before I give it a computed band structure, I run it on an ellipsoid, where I need the exact answer for any field direction. Which formulas do I compare with?

**A:** Set ħ = 1, measure k from the band minimum, and let M be the symmetric positive definite mass matrix, so that

E(k) = ⟨k, M⁻¹k⟩/2.

Let n be the unit vector along the field, let u and v complete it to an orthonormal frame, and write μ = ⟨n, Mn⟩. Let G be the 2×2 matrix of M⁻¹ on u and v, with entries such as ⟨u, M⁻¹v⟩. Then

det G = μ/det M,

and the lowest energy on the plane ⟨k, n⟩ = h is

E_min(h) = h²/(2μ).

An in-plane displacement xu + yv from the lowest point costs half the quadratic form of G in (x, y). The cut at energy ε > E_min is therefore an ellipse of area

A(h, ε) = 2π(ε − E_min(h))/√(det G).

The cyclotron mass (1/2π) ∂A/∂ε is 1/√(det G) = √(det M/μ). These are the numbers your code should return for a single non-interacting parabolic band with a constant mass matrix; they test the slicing routine and say nothing about the accuracy of a real band structure.

**Q:** Derive the determinant first. I don't want to trust a special choice of axes.

**A:** Let R be the matrix with rows u, v, n, numbered 0, 1, 2. Orthonormality gives RRᵀ = RᵀR = 1. Write both matrices in the frame:

B = R M⁻¹ Rᵀ, C = R M Rᵀ.

Then BC = R M⁻¹(RᵀR)M Rᵀ = 1. The leading 2×2 block of B is G, and C₂₂ = μ. The adjugate of B satisfies adj B = (det B) C, and its entry (2, 2) is the leading minor, so

det G = B₀₀B₁₁ − B₀₁B₁₀ = (det B) C₂₂.

Since (det R)² = 1, det B = 1/det M, and the formula follows.

**Q:** And the minimum?

**A:** Complete the square about c = hMn/μ, which lies on the plane because ⟨Mn, n⟩ = μ. Any other point of the plane is k = c + q with ⟨q, n⟩ = 0. Expanding,

E(c + q) = E(c) + (⟨q, M⁻¹c⟩ + ⟨c, M⁻¹q⟩)/2 + E(q).

Since M⁻¹c = (h/μ)n, the first cross term is (h/μ)⟨q, n⟩ = 0. By symmetry of M, the second is (h/μ)⟨n, q⟩ = 0. The constant is

E(c) = (h/μ)²⟨Mn, n⟩/2 = h²/(2μ).

Finally, E(q) > 0 unless q = 0, so c is the only minimiser.

**Q:** Now the formal version. What is a band there?

**A:** A real 3×3 matrix and a function on real triples.

```lean
import Mathlib

open Matrix

namespace EllipsoidalTestSurface

noncomputable section

/-- The band energy `⟨k, M⁻¹ k⟩ / 2` of a carrier with invertible mass matrix `M`. -/
def energy (M : Matrix (Fin 3) (Fin 3) ℝ) (k : Fin 3 → ℝ) : ℝ :=
  k ⬝ᵥ (M⁻¹ *ᵥ k) / 2
```

`energy` is E(k), with ħ = 1 and no Brillouin zone: k ranges over all of ℝ³. The next definition is μ.

```lean
/-- The element `⟨n, M n⟩` of the mass matrix along the direction `n`. -/
def longMass (M : Matrix (Fin 3) (Fin 3) ℝ) (n : Fin 3 → ℝ) : ℝ :=
  n ⬝ᵥ (M *ᵥ n)
```

The matrix G and the point c are `sliceGram` and `sliceCentre`.

```lean
/-- The Gram matrix of the inverse mass matrix on two vectors `u`, `v`, for invertible `M`. -/
def sliceGram (M : Matrix (Fin 3) (Fin 3) ℝ) (u v : Fin 3 → ℝ) : Matrix (Fin 2) (Fin 2) ℝ :=
  !![u ⬝ᵥ (M⁻¹ *ᵥ u), u ⬝ᵥ (M⁻¹ *ᵥ v); v ⬝ᵥ (M⁻¹ *ᵥ u), v ⬝ᵥ (M⁻¹ *ᵥ v)]

/-- The point `h M n / ⟨n, M n⟩`, defined for `⟨n, M n⟩ ≠ 0`. -/
def sliceCentre (M : Matrix (Fin 3) (Fin 3) ℝ) (n : Fin 3 → ℝ) (h : ℝ) : Fin 3 → ℝ :=
  (h / longMass M n) • (M *ᵥ n)
```

**Q:** Does the frame have to be right-handed?

**A:** No. The structure records three unit lengths and three orthogonality relations, and either handedness satisfies them.

```lean
/-- The vectors `u`, `v`, `n` are orthonormal. -/
structure IsFrame (u v n : Fin 3 → ℝ) : Prop where
  uu : u ⬝ᵥ u = 1
  vv : v ⬝ᵥ v = 1
  nn : n ⬝ᵥ n = 1
  uv : u ⬝ᵥ v = 0
  un : u ⬝ᵥ n = 0
  vn : v ⬝ᵥ n = 0
```

The main theorem, `gram_det_and_slice_minimum`, takes a positive definite M, such a frame and any real h. Positive definiteness in Mathlib includes symmetry for real matrices. The theorem states the determinant formula together with an `IsLeast` claim: h²/(2μ) is the energy of some point on the plane, and no point there has lower energy.

**Q:** I see no magnetic field and no cyclotron mass in that.

**A:** Correct. The field enters only as the direction n, and the theorem concerns the determinant that the mass is built from; the ellipse area and its energy derivative are my ordinary calculus, not part of the Lean code. Spin, scattering and Landau quantisation are absent too.

**Q:** Then show me that the proof follows your derivation.

**A:** It starts with the minor formula for any pair with BC = 1.

```lean
variable {M : Matrix (Fin 3) (Fin 3) ℝ} {u v n k : Fin 3 → ℝ} {h : ℝ}

/-- The leading two by two minor of a matrix `B` with inverse `C` is `det B` times the last
diagonal entry of `C`. -/
theorem minor_eq_det_mul {B C : Matrix (Fin 3) (Fin 3) ℝ} (hBC : B * C = 1) :
    B 0 0 * B 1 1 - B 0 1 * B 1 0 = B.det * C 2 2 := by
  have h1 : B.adjugate = B.det • C := by
    calc B.adjugate = B.adjugate * (B * C) := by rw [hBC, mul_one]
      _ = B.det • C := by
        rw [← mul_assoc, Matrix.adjugate_mul, Matrix.smul_mul, one_mul]
  have h2 := congrFun (congrFun h1 2) 2
  simp [Matrix.adjugate_fin_three] at h2
  linear_combination h2
```

`h1` is adj B = (det B) C, and `h2` reads off entry (2, 2). The next theorem applies this in the frame.

```lean
/-- For an invertible mass matrix and an orthonormal frame, `det M` times the Gram determinant
of `M⁻¹` on `u`, `v` equals `⟨n, M n⟩`. -/
theorem det_mul_det_sliceGram (hM : M.det ≠ 0) (f : IsFrame u v n) :
    M.det * (sliceGram M u v).det = longMass M n := by
  let R : Matrix (Fin 3) (Fin 3) ℝ := Matrix.of ![u, v, n]
  have vu : v ⬝ᵥ u = 0 := by rw [dotProduct_comm]; exact f.uv
  have nu : n ⬝ᵥ u = 0 := by rw [dotProduct_comm]; exact f.un
  have nv : n ⬝ᵥ v = 0 := by rw [dotProduct_comm]; exact f.vn
  -- the frame matrix is orthogonal
  have hR : R * Rᵀ = 1 := by
    ext i j
    change (![u, v, n] : Fin 3 → Fin 3 → ℝ) i ⬝ᵥ (![u, v, n] : Fin 3 → Fin 3 → ℝ) j = _
    fin_cases i <;> fin_cases j <;>
      simp [f.uu, f.vv, f.nn, f.uv, f.un, f.vn, vu, nu, nv]
  have hR' : Rᵀ * R = 1 := mul_eq_one_comm.mp hR
  have hinv : M⁻¹ * M = 1 := Matrix.nonsing_inv_mul _ (isUnit_iff_ne_zero.mpr hM)
  have hBC : (R * M⁻¹ * Rᵀ) * (R * M * Rᵀ) = 1 := by
    calc (R * M⁻¹ * Rᵀ) * (R * M * Rᵀ) = R * M⁻¹ * (Rᵀ * R) * M * Rᵀ := by
          simp only [Matrix.mul_assoc]
      _ = R * (M⁻¹ * M) * Rᵀ := by
          rw [hR', Matrix.mul_one]; simp only [Matrix.mul_assoc]
      _ = 1 := by rw [hinv, Matrix.mul_one, hR]
  have entry (A : Matrix (Fin 3) (Fin 3) ℝ) (i j : Fin 3) :
      (R * A * Rᵀ) i j = R i ⬝ᵥ (A *ᵥ R j) := by
    rw [Matrix.mul_assoc]; rfl
  have key : (u ⬝ᵥ (M⁻¹ *ᵥ u)) * (v ⬝ᵥ (M⁻¹ *ᵥ v)) - (u ⬝ᵥ (M⁻¹ *ᵥ v)) * (v ⬝ᵥ (M⁻¹ *ᵥ u))
      = (R * M⁻¹ * Rᵀ).det * (n ⬝ᵥ (M *ᵥ n)) := by
    have h1 := minor_eq_det_mul hBC
    simp only [entry] at h1
    exact h1
  -- the determinant of the frame matrix squares to one
  have hdR : R.det * R.det = 1 := by
    have h1 := congrArg Matrix.det hR
    rwa [Matrix.det_mul, Matrix.det_transpose, Matrix.det_one] at h1
  have hdM : M⁻¹.det * M.det = 1 := by
    rw [← Matrix.det_mul, hinv, Matrix.det_one]
  have hdet : M.det * (R * M⁻¹ * Rᵀ).det = 1 := by
    rw [Matrix.det_mul, Matrix.det_mul, Matrix.det_transpose]
    linear_combination (M⁻¹.det * M.det) * hdR + hdM
  rw [sliceGram, Matrix.det_fin_two_of, longMass]
  linear_combination M.det * key + (n ⬝ᵥ (M *ᵥ n)) * hdet
```

`hR` checks the nine inner products, `hBC` is the cancellation of RᵀR, and `entry` identifies matrix entries with inner products. `key` is then the minor formula for G, while `hdet` says that det M · det B = 1. This part needs only det M ≠ 0, so it also covers a saddle point, where the masses have mixed signs.

Positivity comes next. It fails at a saddle point, so from here on M is positive definite, also where a docstring does not repeat it.

```lean
/-- The mass element along any nonzero direction is positive. -/
theorem longMass_pos (hM : M.PosDef) (hn : n ≠ 0) : 0 < longMass M n := by
  have h1 := hM.dotProduct_mulVec_pos hn
  rwa [star_trivial] at h1

/-- The energy of any nonzero wavevector is positive. -/
theorem energy_pos (hM : M.PosDef) (hk : k ≠ 0) : 0 < energy M k :=
  half_pos (longMass_pos hM.inv hk)
```

The second statement is the first one applied to M⁻¹, with the factor 1/2. Completing the square is a separate theorem.

```lean
/-- On the slice `⟨k, n⟩ = h` the energy is `h² / (2⟨n, M n⟩)` plus the energy of the
displacement from the slice centre. -/
theorem energy_on_slice (hM : M.PosDef) (hn : n ≠ 0) (hk : k ⬝ᵥ n = h) :
    energy M k = h ^ 2 / (2 * longMass M n) + energy M (k - sliceCentre M n h) := by
  have hμ := (longMass_pos hM hn).ne'
  have hU : IsUnit M.det := hM.det_pos.ne'.isUnit
  have hs : Mᵀ = M := by
    rw [← Matrix.conjTranspose_eq_transpose_of_trivial]; exact hM.isHermitian.eq
  have e3 : (M *ᵥ n) ⬝ᵥ n = longMass M n := dotProduct_comm _ _
  have e4 : h / longMass M n * (h / longMass M n * longMass M n) = h ^ 2 / longMass M n := by
    field_simp
  have hq : (k - sliceCentre M n h) ⬝ᵥ n = 0 := by
    rw [sub_dotProduct, hk, sliceCentre, smul_dotProduct, e3, smul_eq_mul,
      div_mul_cancel₀ h hμ, sub_self]
  generalize hqd : k - sliceCentre M n h = q at hq ⊢
  have hkq : k = sliceCentre M n h + q := by rw [← hqd]; abel
  have e1 : M⁻¹ *ᵥ (M *ᵥ n) = n := by
    rw [Matrix.mulVec_mulVec, Matrix.nonsing_inv_mul _ hU, Matrix.one_mulVec]
  -- the cross term vanishes because the displacement lies in the plane
  have e2 : (M *ᵥ n) ⬝ᵥ (M⁻¹ *ᵥ q) = 0 := by
    rw [← Matrix.vecMul_transpose, hs, ← Matrix.dotProduct_mulVec, Matrix.mulVec_mulVec,
      Matrix.mul_nonsing_inv _ hU, Matrix.one_mulVec, dotProduct_comm, hq]
  rw [hkq]
  simp only [energy, sliceCentre, Matrix.mulVec_add, Matrix.mulVec_smul, e1, add_dotProduct,
    dotProduct_add, smul_dotProduct, dotProduct_smul, smul_eq_mul, e2, e3, hq]
  linear_combination e4 / 2
```

`hq` says that the displacement lies in the plane through the origin. `e1` gives M⁻¹Mn = n, and with `hq` it removes one cross term; `e2` removes the other, using the symmetry `hs`. The last line collects the constant term. Here n need only be nonzero; when it is a unit vector, h is the signed distance of the plane from the origin.

**Q:** Is the minimiser really unique?

**A:** Yes, and that is proved separately.

```lean
/-- A point of the slice has energy `h² / (2⟨n, M n⟩)` exactly when it is the slice centre. -/
theorem energy_eq_min_iff (hM : M.PosDef) (hn : n ≠ 0) (hk : k ⬝ᵥ n = h) :
    energy M k = h ^ 2 / (2 * longMass M n) ↔ k = sliceCentre M n h := by
  rw [energy_on_slice hM hn hk]
  constructor
  · intro e
    by_contra hne
    have := energy_pos hM (sub_ne_zero.mpr hne)
    linarith
  · intro e
    rw [e, sub_self]
    simp [energy]
```

If a point had the minimum energy but differed from the centre, its displacement would have positive energy, which contradicts the completed square. The main theorem now assembles the parts.

```lean
/-- For an orthonormal frame, the Gram determinant of `M⁻¹` on `u`, `v` is `⟨n, M n⟩ / det M`,
and the least energy on the slice `⟨k, n⟩ = h` is `h² / (2⟨n, M n⟩)`. -/
theorem gram_det_and_slice_minimum (hM : M.PosDef) (f : IsFrame u v n) (h : ℝ) :
    (sliceGram M u v).det = longMass M n / M.det ∧
      IsLeast (energy M '' {k | k ⬝ᵥ n = h}) (h ^ 2 / (2 * longMass M n)) := by
  have hn : n ≠ 0 := by
    rintro rfl
    simpa using f.nn
  have hc : sliceCentre M n h ⬝ᵥ n = h := by
    rw [sliceCentre, smul_dotProduct, dotProduct_comm, smul_eq_mul]
    exact div_mul_cancel₀ h (longMass_pos hM hn).ne'
  refine ⟨?_, ⟨sliceCentre M n h, hc, (energy_eq_min_iff hM hn hc).mpr rfl⟩, ?_⟩
  · rw [eq_div_iff hM.det_pos.ne', mul_comm]
    exact det_mul_det_sliceGram hM.det_pos.ne' f
  · rintro _ ⟨k, hk, rfl⟩
    rcases eq_or_ne k (sliceCentre M n h) with e | e
    · exact ((energy_eq_min_iff hM hn hk).mpr e).ge
    · have := energy_pos hM (sub_ne_zero.mpr e)
      rw [energy_on_slice hM hn hk]
      linarith
```

`hc` places the centre on the plane, which gives attainment. The lower bound treats the centre and all other points separately. The determinant formula is the earlier product identity divided by det M.

**Q:** My code also has to know where to stop slicing.

**A:** At |h| = √(2εμ), for ε ≥ 0. The theorem behind that range is an equivalence.

```lean
/-- The plane `⟨k, n⟩ = h` meets the surface of energy `ε` exactly when
`h² ≤ 2 ε ⟨n, M n⟩`. -/
theorem slice_meets_surface_iff (hM : M.PosDef) (f : IsFrame u v n) (h ε : ℝ) :
    (∃ k, k ⬝ᵥ n = h ∧ energy M k = ε) ↔ h ^ 2 ≤ 2 * ε * longMass M n := by
  have hn : n ≠ 0 := by
    rintro rfl
    simpa using f.nn
  have hu : u ≠ 0 := by
    rintro rfl
    simpa using f.uu
  have hμ := longMass_pos hM hn
  obtain ⟨⟨c, hc, hce⟩, hmin⟩ := (gram_det_and_slice_minimum hM f h).2
  have hc' : c ⬝ᵥ n = h := hc
  constructor
  · rintro ⟨k, hk, rfl⟩
    have h1 := hmin ⟨k, hk, rfl⟩
    rw [div_le_iff₀ (by positivity)] at h1
    linarith
  · intro hε
    have h1 : h ^ 2 / (2 * longMass M n) ≤ ε := by
      rw [div_le_iff₀ (by positivity)]
      linarith
    have hE := energy_pos hM hu
    -- move from the centre along `u` until the energy is `ε`
    let t := Real.sqrt ((ε - h ^ 2 / (2 * longMass M n)) / energy M u)
    have ht : t ^ 2 * energy M u = ε - h ^ 2 / (2 * longMass M n) := by
      rw [Real.sq_sqrt (div_nonneg (sub_nonneg.mpr h1) hE.le), div_mul_cancel₀ _ hE.ne']
    have hk : (c + t • u) ⬝ᵥ n = h := by
      rw [add_dotProduct, smul_dotProduct, f.un, hc', smul_zero, add_zero]
    have hs : energy M (t • u) = t ^ 2 * energy M u := by
      simp only [energy, Matrix.mulVec_smul, smul_dotProduct, dotProduct_smul, smul_eq_mul]
      ring
    refine ⟨c + t • u, hk, ?_⟩
    rw [energy_on_slice hM hn hk, ← (energy_eq_min_iff hM hn hc').mp hce,
      add_sub_cancel_left, hs, ht]
    ring
```

If the plane meets the surface, the minimum cannot exceed ε. Conversely, start at the centre and move by tu. The energy rises by t²E(u), so the square root defining `t` reaches ε exactly. At equality t = 0, and the plane touches the surface at one point. For negative ε neither side can hold.

**Q:** Give me a case where the axes are not aligned with the field.

**A:** Take M = diag(1, 1, 4) with a tilted frame.

```lean
/-- The mass matrix `diag(1, 1, 4)` is positive definite, and the three listed vectors are
orthonormal. -/
theorem frame_witness :
    (Matrix.diagonal ![1, 1, 4] : Matrix (Fin 3) (Fin 3) ℝ).PosDef ∧
      IsFrame ![3 / 5, 0, -4 / 5] ![0, 1, 0] ![4 / 5, 0, 3 / 5] := by
  constructor
  · apply Matrix.PosDef.diagonal
    intro i
    fin_cases i <;> simp
  · constructor <;> norm_num [dotProduct, Fin.sum_univ_succ]

end

end EllipsoidalTestSurface
```

```lean
#print axioms EllipsoidalTestSurface.energy_on_slice
#print axioms EllipsoidalTestSurface.slice_meets_surface_iff
```

```
'EllipsoidalTestSurface.energy_on_slice' depends on axioms: [propext, Classical.choice, Quot.sound]
'EllipsoidalTestSurface.slice_meets_surface_iff' depends on axioms: [propext, Classical.choice, Quot.sound]
```

The theorem confirms that these data satisfy the hypotheses. With n = (4/5, 0, 3/5), μ = 16/25 + 36/25 = 2.08, so det G = 2.08/4 = 0.52. Directly, ⟨u, M⁻¹u⟩ = 0.36 + 0.16 = 0.52, ⟨v, M⁻¹v⟩ = 1 and the off-diagonal entries vanish, which agrees. The cyclotron mass is 1/√0.52 ≈ 1.387.

In a test script, you would compute `mu = n @ M @ n` and compare the numerical mass with `sqrt(det(M) / mu)`. Compare the centre of each cut as well: it lies at hMn/μ, which here is not parallel to n. A routine that looks for the orbit only near hn may miss a small cut close to the end of the range.

**Q:** I would still have preferred a theorem with "cyclotron mass" in it.

**A:** That would be a different model: define A(h, ε) as the area of the region in the plane where E ≤ ε, and define the mass as (1/2π) ∂A/∂ε. The statement would then speak directly about the mass your code computes, and the definition would carry over to other surfaces wherever the cut is a single closed curve with the lower energies inside it. The proof would also need the area of an ellipse under a linear change of variables and a derivative in ε, with the determinant formula as its algebraic core. The Lean code here stops at the algebra; the step to the orbit area is the calculus in my first answer.
